# Bounds on the inverse spread 1/√(1 − e^(−x)) for x > 0

For every real x > 0, the lemma states that 1/√(1 − e^(−x)), which the file calls an inverse spread, is at least 1 and at most 1 + 1/√x. This is an inequality for a single real variable; no Hamiltonian or quantum state enters the statement. The attempt first derives (1 + x)e^(−x) ≤ 1 from 1 + x ≤ e^x. The lower bound then follows because the square root is positive and at most 1, and the upper bound is reduced to √x ≤ √(1 − e^(−x)) (√x + 1), which is proved by comparing squares.

The failing Lean file:

```lean
import Mathlib

open MeasureTheory Set Filter
open scoped Real Topology

namespace PolaronStrongCoupling

noncomputable section

/-- The inverse spread `1/√(1 - exp (-x))` lies between `1` and `1 + 1/√x` for `x > 0`. -/
theorem inverse_spread_bounds {x : ℝ} (hx : 0 < x) :
    1 ≤ 1 / √(1 - Real.exp (-x)) ∧ 1 / √(1 - Real.exp (-x)) ≤ 1 + 1 / √x := by
  have he : Real.exp (-x) < 1 := Real.exp_lt_one (by linarith)
  have hp := Real.exp_pos (-x)
  have h1 : (1 + x) * Real.exp (-x) ≤ 1 := by
    have h := Real.add_one_le_exp x
    have h2 : Real.exp x * Real.exp (-x) = 1 := by rw [← Real.exp_add]; simp
    nlinarith [mul_nonneg (sub_nonneg.mpr h) hp.le]
  have hs : 0 < √(1 - Real.exp (-x)) := Real.sqrt_pos.mpr (by linarith)
  have hs2 : (√(1 - Real.exp (-x))) ^ 2 = 1 - Real.exp (-x) := Real.sq_sqrt (by linarith)
  have ha : 0 < √x := Real.sqrt_pos.mpr hx
  have ha2 : (√x) ^ 2 = x := Real.sq_sqrt hx.le
  constructor
  · rw [le_div_iff₀ hs, one_mul]
    nlinarith
  · -- compare squares, using `1 - exp (-x) ≥ x / (1 + x)`
    have key : √x ≤ √(1 - Real.exp (-x)) * (√x + 1) := by
      refine (sq_le_sq₀ ha.le (by positivity)).mp ?_
      have h3 : (√x + 1) ^ 2 = x + 2 * √x + 1 := by linear_combination ha2
      rw [mul_pow, hs2, h3, ha2]
      nlinarith [mul_nonneg (sub_nonneg.mpr he.le) ha.le]
    have h4 : (1 + 1 / √x) * √(1 - Real.exp (-x))
        = √(1 - Real.exp (-x)) * (√x + 1) / √x := by
      first | (field_simp; ring) | field_simp
    rw [div_le_iff₀ hs, h4, le_div_iff₀ ha]
    linarith

end

end PolaronStrongCoupling
```

Lean reports:

```
Main.lean:13:33: error(lean.unknownIdentifier): Unknown constant `Real.exp_lt_one`
```

Diagnosis. The message says that no constant called `Real.exp_lt_one` exists in the environment Lean is using. The proof calls it to obtain `he`, the fact that e^(−x) < 1. The inequality itself is true, and the argument meant for the lemma, −x < 0, does follow from `hx`; only the name fails to resolve.

The repair uses `Real.exp_lt_one_iff`, an equivalence between the exponential being less than 1 and its exponent being negative. Its `.mpr` direction turns −x < 0, still proved by `linarith`, into the required inequality.

The second change, in `h4`, is mere tidying. Lean reported no error there, and the repaired file shows that `field_simp` closes the goal alone. The alternative that ran `ring` afterwards was therefore unnecessary.

The repair, with which the file compiles:

```diff
@@ -11,5 +11,5 @@
 theorem inverse_spread_bounds {x : ℝ} (hx : 0 < x) :
     1 ≤ 1 / √(1 - Real.exp (-x)) ∧ 1 / √(1 - Real.exp (-x)) ≤ 1 + 1 / √x := by
-  have he : Real.exp (-x) < 1 := Real.exp_lt_one (by linarith)
+  have he : Real.exp (-x) < 1 := Real.exp_lt_one_iff.mpr (by linarith)
   have hp := Real.exp_pos (-x)
   have h1 : (1 + x) * Real.exp (-x) ≤ 1 := by
@@ -32,5 +32,5 @@
     have h4 : (1 + 1 / √x) * √(1 - Real.exp (-x))
         = √(1 - Real.exp (-x)) * (√x + 1) / √x := by
-      first | (field_simp; ring) | field_simp
+      field_simp
     rw [div_le_iff₀ hs, h4, le_div_iff₀ ha]
     linarith
```
